# For ψ'' = Vψ (zero energy), a barrier–well dipole with layers of width e and height and depth s²/e² has a transfer-matrix limit as e → 0 exactly when tanh s = tan s

If I replace a $\delta'$ potential by a narrow barrier followed by a narrow well and keep shrinking the pair, the transfer matrix across it usually has no limit: one of its entries grows without bound. In units with $\hbar^2/2m=1$, and with height and depth $s^2/e^2$ and two layers of width $e$, the potential itself tends to $s^2\delta'$ as a distribution for every $s>0$, so the potential gives no warning. The claim I know is that at zero energy the transfer matrix converges only for special strengths, those with $\sinh s\cos s=\cosh s\sin s$, and that the limit is then $\mathrm{diag}(\cosh s/\cos s,\ \cos s/\cosh s)$. Can this be made rigorous and machine-checked, including the step from the differential equation to the matrices?

## The lower-left entry decides

Yes. With $\hbar^2/2m=1$ the zero-energy equation is $\psi''=V\psi$; write $\varphi=\psi'$. The potential is $V=k^2$ on $[0,e)$ and $V=-k^2$ on $[e,2e)$, with $k=s/e$.

**Crossing one layer.** Let $V=q$ be constant between $a$ and $b$, and let $u,v$ satisfy $u'=-qv$ and $v'=-u$. Then

$$(u\psi+v\varphi)'=(u'+qv)\psi+(u+v')\varphi=0,$$

so $u\psi+v\varphi$ has the same value at $a$ and $b$. For the barrier, $q=k^2$, take first

$$u=\cosh k(b-x),\qquad v=\tfrac1k\sinh k(b-x).$$

At $x=b$ this pair is $(1,0)$, so the conserved quantity gives $\psi(b)$ in terms of the data at $a$. The pair $u=k\sinh k(b-x)$, $v=\cosh k(b-x)$ is $(0,1)$ at $b$ and gives $\varphi(b)$. For the well, $q=-k^2$, the pairs are $(\cos k(b-x),\ \tfrac1k\sin k(b-x))$ and $(-k\sin k(b-x),\ \cos k(b-x))$. Each layer has width $e$ and $ke=s$, so the barrier and well matrices are

$$B=\begin{pmatrix}\cosh s&\frac es\sinh s\\ \frac se\sinh s&\cosh s\end{pmatrix},\qquad
W=\begin{pmatrix}\cos s&\frac es\sin s\\ -\frac se\sin s&\cos s\end{pmatrix}.$$

**Multiplying.** The barrier is crossed first, so $M(e)=WB$. Numbering rows and columns from 0,

$$\begin{aligned}
M_{00}&=\cos s\cosh s+\sin s\sinh s,\\
M_{01}&=\tfrac es(\sinh s\cos s+\cosh s\sin s),\\
M_{10}&=\tfrac se(\sinh s\cos s-\cosh s\sin s),\\
M_{11}&=\cos s\cosh s-\sin s\sinh s.
\end{aligned}$$

Call $s$ resonant when $\sinh s\cos s=\cosh s\sin s$. Off resonance, the bracket in $M_{10}$ is a non-zero constant, so $|M_{10}|\to\infty$ as $e\downarrow0$.

**At resonance.** Now $M_{10}=0$ for every $e>0$, and $M_{01}\to0$. If $\cos s$ were zero, the condition would give $\cosh s\sin s=0$, hence $\sin s=0$, against $\sin^2 s+\cos^2 s=1$. So $\cos s\neq0$. Using the condition once in each line,

$$\begin{aligned}
M_{00}\cos s&=\cosh s\cos^2 s+\sin s\,(\sinh s\cos s)=\cosh s\,(\cos^2 s+\sin^2 s)=\cosh s,\\
M_{11}\cosh s&=\cos s\cosh^2 s-\sinh s\,(\cosh s\sin s)=\cos s\,(\cosh^2 s-\sinh^2 s)=\cos s.
\end{aligned}$$

Dividing gives the stated diagonal.

**Resonances occur.** Let $g(s)=\sinh s\cos s-\cosh s\sin s$. Then $g(n\pi)=(-1)^n\sinh n\pi$, which for $n\ge1$ has opposite signs at $n\pi$ and $(n+1)\pi$. By continuity $g$ vanishes somewhere between them.

## What the Lean theorems say

`IsZeroEnergySolution V ψ φ a b` says that `ψ` and `φ` are continuous on $[a,b]$ and that, at each point of $[a,b)$, their right derivatives are `φ` and `V ψ`. Right derivatives fit the potential, whose layers are closed on the left: the equation then holds at the jumps too. The functions are real-valued; a complex solution splits into real and imaginary parts.

- `dipole_transfer` says that, for $s,e>0$, `dipoleMatrix s e` carries $(\psi,\varphi)$ from $0$ to $2e$ for every such solution in `dipolePotential s e`.
- `dipole_limit` contains both cases. `𝓝[>] 0` means $e\downarrow0$, matrix convergence is entrywise, and `dipoleMatrix s e 1 0` is $M_{10}$. Off resonance its absolute value tends to infinity, which is stronger than being unbounded.
- `converges_iff_resonant` rules out any limit matrix off resonance: some limit exists if and only if `IsResonant s` holds.
- `exists_resonant` gives a resonant strength in $(n\pi,(n+1)\pi)$ for each $n\ge1$.

The theorems concern one particle on a line, at zero energy, with this rectangular profile. They do not treat other energies, other shapes or convergence of the Hamiltonians. Within that model, they warn a simulation that represents $\delta'$ by such a dipole: at a fixed non-resonant strength, narrowing the layers does not make the transfer matrix converge.

```lean
import Mathlib

open Matrix Filter Topology Set
open scoped Real

namespace DeltaPrimeDipole

noncomputable section

/-- The dipole potential: a barrier of height `s²/e²` on `[0, e)` followed by a well of
depth `s²/e²` on `[e, 2e)`, and zero elsewhere. -/
def dipolePotential (s e x : ℝ) : ℝ :=
  if x < 0 ∨ 2 * e ≤ x then 0 else if x < e then s ^ 2 / e ^ 2 else -(s ^ 2 / e ^ 2)

/-- A zero-energy solution of `ψ'' = V ψ` on `[a, b]` with slope `φ = ψ'`: both are continuous,
and the equations hold for derivatives from the right. -/
structure IsZeroEnergySolution (V ψ φ : ℝ → ℝ) (a b : ℝ) : Prop where
  cont_wave : ContinuousOn ψ (Icc a b)
  cont_slope : ContinuousOn φ (Icc a b)
  deriv_wave : ∀ x ∈ Ico a b, HasDerivWithinAt ψ (φ x) (Ici x) x
  deriv_slope : ∀ x ∈ Ico a b, HasDerivWithinAt φ (V x * ψ x) (Ici x) x

/-- Zero-energy transfer matrix of a barrier of height `k²` and width `l`. -/
def barrierMatrix (k l : ℝ) : Matrix (Fin 2) (Fin 2) ℝ :=
  !![Real.cosh (k * l), Real.sinh (k * l) / k; k * Real.sinh (k * l), Real.cosh (k * l)]

/-- Zero-energy transfer matrix of a well of depth `k²` and width `l`. -/
def wellMatrix (k l : ℝ) : Matrix (Fin 2) (Fin 2) ℝ :=
  !![Real.cos (k * l), Real.sin (k * l) / k; -(k * Real.sin (k * l)), Real.cos (k * l)]

/-- Transfer matrix of the dipole: first the barrier, then the well, each of width `e`. -/
def dipoleMatrix (s e : ℝ) : Matrix (Fin 2) (Fin 2) ℝ :=
  wellMatrix (s / e) e * barrierMatrix (s / e) e

/-- The resonance condition on the dipole strength. -/
def IsResonant (s : ℝ) : Prop :=
  Real.sinh s * Real.cos s = Real.cosh s * Real.sin s

/-- In a constant potential `q`, the pairing `u ψ + v φ` of a zero-energy solution with a
solution of the adjoint system `u' = -q v`, `v' = -u` is the same at both ends. -/
theorem pairing_conserved {q a b : ℝ} {V ψ φ u v : ℝ → ℝ} (hab : a ≤ b)
    (h : IsZeroEnergySolution V ψ φ a b) (hV : ∀ x ∈ Ico a b, V x = q)
    (hu : ∀ x, HasDerivAt u (-(q * v x)) x) (hv : ∀ x, HasDerivAt v (-u x) x) :
    u b * ψ b + v b * φ b = u a * ψ a + v a * φ a := by
  have hcu : Continuous u := continuous_iff_continuousAt.2 fun x => (hu x).continuousAt
  have hcv : Continuous v := continuous_iff_continuousAt.2 fun x => (hv x).continuousAt
  refine constant_of_has_deriv_right_zero (f := fun x => u x * ψ x + v x * φ x)
    ((hcu.continuousOn.mul h.cont_wave).add (hcv.continuousOn.mul h.cont_slope))
    (fun x hx => ?_) b (right_mem_Icc.2 hab)
  have h1 := ((hu x).hasDerivWithinAt (s := Ici x)).mul (h.deriv_wave x hx)
  have h2 := ((hv x).hasDerivWithinAt (s := Ici x)).mul (h.deriv_slope x hx)
  refine (h1.add h2).congr_deriv ?_
  rw [hV x hx]
  ring

/-- The barrier matrix carries `(ψ, ψ')` across a region of constant potential `k²`, for `k ≠ 0`. -/
theorem barrier_transfer {k a b : ℝ} {V ψ φ : ℝ → ℝ} (hk : k ≠ 0) (hab : a ≤ b)
    (h : IsZeroEnergySolution V ψ φ a b) (hV : ∀ x ∈ Ico a b, V x = k ^ 2) :
    ![ψ b, φ b] = barrierMatrix k (b - a) *ᵥ ![ψ a, φ a] := by
  have hl : ∀ x, HasDerivAt (fun x => k * (b - x)) (-k) x := fun x => by
    simpa using ((hasDerivAt_id x).const_sub b).const_mul k
  -- two adjoint solutions, which reduce to (1, 0) and (0, 1) at the right end
  have h1 := pairing_conserved (u := fun x => Real.cosh (k * (b - x)))
    (v := fun x => Real.sinh (k * (b - x)) / k) hab h hV
    (fun x => (hl x).cosh.congr_deriv (by field_simp))
    (fun x => ((hl x).sinh.div_const k).congr_deriv (by field_simp))
  have h2 := pairing_conserved (u := fun x => k * Real.sinh (k * (b - x)))
    (v := fun x => Real.cosh (k * (b - x))) hab h hV
    (fun x => ((hl x).sinh.const_mul k).congr_deriv (by ring))
    (fun x => (hl x).cosh.congr_deriv (by ring))
  simp only [sub_self, mul_zero, Real.cosh_zero, Real.sinh_zero, zero_div, zero_mul,
    one_mul, add_zero, zero_add] at h1 h2
  ext i
  fin_cases i
  · simp [barrierMatrix, Matrix.mulVec, dotProduct, Fin.sum_univ_two]
    linear_combination h1
  · simp [barrierMatrix, Matrix.mulVec, dotProduct, Fin.sum_univ_two]
    linear_combination h2

/-- The well matrix carries `(ψ, ψ')` across a region of constant potential `-k²`, for `k ≠ 0`. -/
theorem well_transfer {k a b : ℝ} {V ψ φ : ℝ → ℝ} (hk : k ≠ 0) (hab : a ≤ b)
    (h : IsZeroEnergySolution V ψ φ a b) (hV : ∀ x ∈ Ico a b, V x = -k ^ 2) :
    ![ψ b, φ b] = wellMatrix k (b - a) *ᵥ ![ψ a, φ a] := by
  have hl : ∀ x, HasDerivAt (fun x => k * (b - x)) (-k) x := fun x => by
    simpa using ((hasDerivAt_id x).const_sub b).const_mul k
  have h1 := pairing_conserved (u := fun x => Real.cos (k * (b - x)))
    (v := fun x => Real.sin (k * (b - x)) / k) hab h hV
    (fun x => (hl x).cos.congr_deriv (by field_simp))
    (fun x => ((hl x).sin.div_const k).congr_deriv (by field_simp))
  have h2 := pairing_conserved (u := fun x => -k * Real.sin (k * (b - x)))
    (v := fun x => Real.cos (k * (b - x))) hab h hV
    (fun x => ((hl x).sin.const_mul (-k)).congr_deriv (by ring))
    (fun x => (hl x).cos.congr_deriv (by ring))
  simp only [sub_self, mul_zero, Real.cos_zero, Real.sin_zero, zero_div, zero_mul,
    one_mul, add_zero, zero_add] at h1 h2
  ext i
  fin_cases i
  · simp [wellMatrix, Matrix.mulVec, dotProduct, Fin.sum_univ_two]
    linear_combination h1
  · simp [wellMatrix, Matrix.mulVec, dotProduct, Fin.sum_univ_two]
    linear_combination h2

/-- The dipole matrix carries `(ψ, ψ')` of every zero-energy solution in the dipole potential from
`0` to `2e`, for `s, e > 0`. -/
theorem dipole_transfer {s e : ℝ} {ψ φ : ℝ → ℝ} (hs : 0 < s) (he : 0 < e)
    (h : IsZeroEnergySolution (dipolePotential s e) ψ φ 0 (2 * e)) :
    ![ψ (2 * e), φ (2 * e)] = dipoleMatrix s e *ᵥ ![ψ 0, φ 0] := by
  have restrict : ∀ c d, 0 ≤ c → d ≤ 2 * e →
      IsZeroEnergySolution (dipolePotential s e) ψ φ c d := fun c d hc hd =>
    ⟨h.cont_wave.mono (Icc_subset_Icc hc hd), h.cont_slope.mono (Icc_subset_Icc hc hd),
      fun x hx => h.deriv_wave x ⟨hc.trans hx.1, hx.2.trans_le hd⟩,
      fun x hx => h.deriv_slope x ⟨hc.trans hx.1, hx.2.trans_le hd⟩⟩
  have hk : s / e ≠ 0 := (div_pos hs he).ne'
  have hb := barrier_transfer hk he.le (restrict 0 e le_rfl (by linarith)) (fun x hx => by
    have hn : ¬(x < 0 ∨ 2 * e ≤ x) := by rintro (h | h) <;> linarith [hx.1, hx.2]
    rw [dipolePotential, if_neg hn, if_pos hx.2, div_pow])
  have hw := well_transfer hk (by linarith : e ≤ 2 * e) (restrict e (2 * e) he.le le_rfl)
    (fun x hx => by
      have hn : ¬(x < 0 ∨ 2 * e ≤ x) := by rintro (h | h) <;> linarith [hx.1, hx.2]
      rw [dipolePotential, if_neg hn, if_neg (not_lt_of_ge hx.1), div_pow])
  rw [sub_zero] at hb
  rw [(by ring : 2 * e - e = e)] at hw
  rw [hw, hb, Matrix.mulVec_mulVec, dipoleMatrix]

/-- The four entries of the dipole matrix at finite width `e`. -/
theorem dipoleMatrix_eq {s e : ℝ} (hs : s ≠ 0) (he : e ≠ 0) :
    dipoleMatrix s e =
      !![Real.cos s * Real.cosh s + Real.sin s * Real.sinh s,
          e / s * (Real.sinh s * Real.cos s + Real.cosh s * Real.sin s);
        s / e * (Real.sinh s * Real.cos s - Real.cosh s * Real.sin s),
          Real.cos s * Real.cosh s - Real.sin s * Real.sinh s] := by
  have h : s / e * e = s := div_mul_cancel₀ s he
  rw [dipoleMatrix, wellMatrix, barrierMatrix, h]
  ext i j
  fin_cases i <;> fin_cases j <;> simp [Matrix.mul_apply, Fin.sum_univ_two] <;>
    field_simp <;> ring

/-- Zero-range limit of the dipole: at resonance the transfer matrix tends to
`diag(cosh s / cos s, cos s / cosh s)` with `cos s ≠ 0`; otherwise its lower-left entry
diverges in absolute value. -/
theorem dipole_limit {s : ℝ} (hs : 0 < s) :
    (IsResonant s → Real.cos s ≠ 0 ∧ Tendsto (dipoleMatrix s) (𝓝[>] 0)
      (𝓝 !![Real.cosh s / Real.cos s, 0; 0, Real.cos s / Real.cosh s])) ∧
    (¬ IsResonant s → Tendsto (fun e => |dipoleMatrix s e 1 0|) (𝓝[>] 0) atTop) := by
  constructor
  · intro hr
    have h : Real.sinh s * Real.cos s = Real.cosh s * Real.sin s := hr
    have hc : Real.cos s ≠ 0 := by
      intro hc
      have h0 : Real.cosh s * Real.sin s = 0 := by rw [← h, hc, mul_zero]
      have h1 := (mul_eq_zero.1 h0).resolve_left (Real.cosh_pos s).ne'
      have h2 := Real.sin_sq_add_cos_sq s
      rw [h1, hc] at h2
      norm_num at h2
    -- the resonance condition simplifies the diagonal
    have hA : Real.cos s * Real.cosh s + Real.sin s * Real.sinh s
        = Real.cosh s / Real.cos s := by
      rw [eq_div_iff hc]
      linear_combination Real.sin s * h + Real.cosh s * Real.sin_sq_add_cos_sq s
    have hD : Real.cos s * Real.cosh s - Real.sin s * Real.sinh s
        = Real.cos s / Real.cosh s := by
      rw [eq_div_iff (Real.cosh_pos s).ne']
      linear_combination Real.sinh s * h + Real.cos s * Real.cosh_sq s
    refine ⟨hc, ?_⟩
    have hcont : Continuous (fun e : ℝ => !![Real.cosh s / Real.cos s,
        e / s * (Real.sinh s * Real.cos s + Real.cosh s * Real.sin s);
        0, Real.cos s / Real.cosh s]) := by
      refine continuous_matrix fun i j => ?_
      fin_cases i <;> fin_cases j <;> simp <;> fun_prop
    have hlim := (hcont.tendsto 0).mono_left (nhdsWithin_le_nhds (s := Ioi 0))
    simp only [zero_div, zero_mul] at hlim
    refine hlim.congr' ?_
    filter_upwards [self_mem_nhdsWithin] with e he
    have he' : 0 < e := he
    rw [dipoleMatrix_eq hs.ne' he'.ne', hA, hD, sub_eq_zero.2 h, mul_zero]
  · intro hr
    have hd : 0 < |Real.sinh s * Real.cos s - Real.cosh s * Real.sin s| :=
      abs_pos.2 fun h0 => hr (sub_eq_zero.1 h0)
    -- the entry is a non-zero constant times 1/e
    refine (tendsto_inv_nhdsGT_zero.const_mul_atTop (mul_pos hs hd)).congr' ?_
    filter_upwards [self_mem_nhdsWithin] with e he
    have he' : 0 < e := he
    have h1 : dipoleMatrix s e 1 0
        = s / e * (Real.sinh s * Real.cos s - Real.cosh s * Real.sin s) := by
      rw [dipoleMatrix_eq hs.ne' he'.ne']
      rfl
    rw [h1, abs_mul, abs_of_pos (div_pos hs he')]
    ring

/-- The dipole matrix has a zero-range limit if and only if the strength is resonant. -/
theorem converges_iff_resonant {s : ℝ} (hs : 0 < s) :
    (∃ T, Tendsto (dipoleMatrix s) (𝓝[>] 0) (𝓝 T)) ↔ IsResonant s := by
  constructor
  · rintro ⟨T, hT⟩
    by_contra hr
    have hc : Continuous fun M : Matrix (Fin 2) (Fin 2) ℝ => |M 1 0| :=
      (continuous_id.matrix_elem 1 0).abs
    exact not_tendsto_nhds_of_tendsto_atTop ((dipole_limit hs).2 hr) _
      ((hc.tendsto T).comp hT)
  · intro hr
    exact ⟨_, ((dipole_limit hs).1 hr).2⟩

/-- For every `n ≥ 1` there is a resonant strength between `nπ` and `(n+1)π`. -/
theorem exists_resonant {n : ℕ} (hn : 1 ≤ n) :
    ∃ s ∈ Ioo (n * π) ((n + 1) * π), IsResonant s := by
  have hn' : (0 : ℝ) < n := by exact_mod_cast hn
  have hp : (-1 : ℝ) ^ n * (-1) ^ n = 1 := by rw [← mul_pow]; norm_num
  have hcos : Real.cos ((n + 1) * π) = -(-1) ^ n := by
    have h := Real.cos_nat_mul_pi (n + 1)
    push_cast at h
    rw [h, pow_succ]
    ring
  have hsin : Real.sin ((n + 1) * π) = 0 := by
    have h := Real.sin_nat_mul_pi (n + 1)
    push_cast at h
    exact h
  have hcont : Continuous (fun x : ℝ =>
      (-1 : ℝ) ^ n * (Real.sinh x * Real.cos x - Real.cosh x * Real.sin x)) :=
    continuous_const.mul ((Real.continuous_sinh.mul Real.continuous_cos).sub
      (Real.continuous_cosh.mul Real.continuous_sin))
  -- the resonance function changes sign between consecutive multiples of π
  have hpos : 0 < (-1 : ℝ) ^ n * (Real.sinh (n * π) * Real.cos (n * π)
      - Real.cosh (n * π) * Real.sin (n * π)) := by
    rw [Real.cos_nat_mul_pi, Real.sin_nat_mul_pi]
    have h := Real.sinh_pos_iff.2 (mul_pos hn' Real.pi_pos)
    linear_combination h - Real.sinh (n * π) * hp
  have hneg : (-1 : ℝ) ^ n * (Real.sinh ((n + 1) * π) * Real.cos ((n + 1) * π)
      - Real.cosh ((n + 1) * π) * Real.sin ((n + 1) * π)) < 0 := by
    rw [hcos, hsin]
    have h := Real.sinh_pos_iff.2 (mul_pos (by linarith : (0 : ℝ) < n + 1) Real.pi_pos)
    linear_combination h - Real.sinh ((n + 1) * π) * hp
  have hle : (n : ℝ) * π ≤ (n + 1) * π := by nlinarith [Real.pi_pos]
  obtain ⟨x, hx, hfx⟩ := intermediate_value_Ioo' hle hcont.continuousOn ⟨hneg, hpos⟩
  have hfx' : (-1 : ℝ) ^ n * (Real.sinh x * Real.cos x - Real.cosh x * Real.sin x) = 0 := hfx
  exact ⟨x, hx, sub_eq_zero.1
    ((mul_eq_zero.1 hfx').resolve_left (pow_ne_zero n (by norm_num)))⟩

end

end DeltaPrimeDipole
```

```lean
#print axioms DeltaPrimeDipole.dipole_transfer
#print axioms DeltaPrimeDipole.dipole_limit
#print axioms DeltaPrimeDipole.converges_iff_resonant
#print axioms DeltaPrimeDipole.exists_resonant
```

```
'DeltaPrimeDipole.dipole_transfer' depends on axioms: [propext, Classical.choice, Quot.sound]
'DeltaPrimeDipole.dipole_limit' depends on axioms: [propext, Classical.choice, Quot.sound]
'DeltaPrimeDipole.converges_iff_resonant' depends on axioms: [propext, Classical.choice, Quot.sound]
'DeltaPrimeDipole.exists_resonant' depends on axioms: [propext, Classical.choice, Quot.sound]
```

## From the conserved pairing to the limit

`pairing_conserved` is the one-layer calculation. It computes the right derivative of $u\psi+v\varphi$ by the product rule, `ring` shows that it vanishes, and `constant_of_has_deriv_right_zero` concludes that a continuous function with zero right derivative is constant. `barrier_transfer` and `well_transfer` apply this to the two pairs $(u,v)$ chosen above, one for each row of the matrix.

`dipole_transfer` restricts the solution to $[0,e]$ and $[e,2e]$, checks the value of the potential on each, and composes the two matrices. `dipoleMatrix_eq` is the multiplication, done entry by entry.

In `dipole_limit`, `hc` is the argument for $\cos s\ne0$, and `hA` and `hD` are the two diagonal identities; their `linear_combination` calls name the multiples of the resonance condition and of the square identities that are needed. The limit then follows from continuity in $e$ of a matrix that agrees with `dipoleMatrix s e` for $e>0$. Off resonance, the proof writes $|M_{10}|$ as a positive constant times $1/e$.

For `converges_iff_resonant`, a limit matrix would force $|M_{10}|$ to a finite limit, which contradicts the divergence. `exists_resonant` multiplies $g$ by $(-1)^n$, so that the sign change always runs from positive to negative, and applies the intermediate value theorem.

## The lowest resonance, and zero strength

The smallest case of `exists_resonant` is $n=1$, a resonance between $\pi$ and $2\pi$. The interval $(0,\pi)$ contains none: $\tan s>s>\tanh s$ below $\pi/2$, the condition fails at $\pi/2$ because $\cos s=0$ there, and $\tan s<0<\tanh s$ above it. A weak dipole of this kind, with $0<s<\pi$, therefore never has a limiting transfer matrix.

The hypothesis $s>0$ matters in `dipole_transfer`. At $s=0$ the potential vanishes and $\psi(x)=x$, $\varphi=1$ is a solution, which arrives at $2e$ as $(2e,1)$. Lean sets division by zero to zero, so `dipoleMatrix 0 e` is the identity and would predict $(0,1)$.
